# Connected-moments energies of non-interacting fragments: superadditive for positive third central moments

Let two fragments have Hermitian Hamiltonians $A$ and $B$ and normalised trial states $x$ and $y$. In the product state $x\otimes y$ of the non-interacting pair, the mean energy $I_1$, the variance $I_2$ and the third central moment $I_3$ are sums of fragment values. If $I_3$ is positive for both fragments, the energy $E=I_1-I_2^2/I_3$ of the pair is at least the sum of the fragment energies, and it equals that sum exactly when the ratios $I_2/I_3$ agree.

## Two distant fragments and one energy formula

The connected-moments expansion estimates a ground-state energy from moments of the Hamiltonian in a trial state. Its first correction to the mean energy gives $E=I_1-I_2^2/I_3$. A size-consistent method assigns to two fragments that don't interact the sum of their separate energies. Additive moments don't guarantee this, because $E$ contains a quotient of them.

Positive $I_3$ means that the energy distribution of the trial state is skewed towards high energies, as for a state made mostly of the ground state with a small admixture of a high level. The correction $-I_2^2/I_3$ then lowers the energy.

If an interaction energy is computed as the energy of the pair minus that of the fragments, any excess appears as a spurious positive offset that remains at infinite separation; the result gives its size for finite-dimensional, non-interacting fragments in a product state.

## The statement and its Lean objects

The fragment Hamiltonians are complex matrices over finite index types `m` and `n`. The pair has the Hamiltonian $H=A\otimes 1+1\otimes B$, written `kronSum A B`, and the state `productState x y`, with amplitudes $x_i y_k$. Normalisation is the hypothesis `star x ⬝ᵥ x = 1`, and likewise for `y`.

The expectation value $\langle M\rangle_x=x^\dagger Mx$ is `expect M x`. From it come

- `mean A x`, which is $I_1(A)=\mathrm{Re}\,\langle A\rangle_x$;
- `fluct A x`, the fluctuation operator $F_A=A-I_1(A)$;
- `centralMoment A x k`, which is $\mathrm{Re}\,\langle F_A^k\rangle_x$, so that $k=2$ gives $I_2$ and $k=3$ gives $I_3$;
- `cmxEnergy A x`, which is $E(A)$.

The moments are thus defined for any matrix and state, and their additivity is a theorem. The main result, `cmxEnergy_superadditive`, assumes Hermitian matrices, unit vectors and positive fragment $I_3$. The error formula `cmxEnergy_defect` also assumes Hermitian matrices and unit vectors, but replaces positivity by the weaker condition that $I_3$ is nonzero for each fragment and for the pair. An eigenstate has $I_3=0$ and is therefore excluded.

The model replaces the antisymmetric electronic state of a real molecule at large separation by a plain product state with no remaining interaction. Higher terms of the expansion are not treated.

## Why the moments add

Expectation values of Kronecker products factorise:

$$\langle M\otimes N\rangle_{x\otimes y}=\sum_{i,k,j,l}\bar x_i\bar y_k M_{ij}N_{kl}x_jy_l=\langle M\rangle_x\langle N\rangle_y .$$

With $\langle 1\rangle=1$ this gives $I_1(H)=I_1(A)+I_1(B)$. Subtracting the mean from $H$ yields

$$F_H=F_A\otimes 1+1\otimes F_B .$$

Since $A$ is Hermitian, $\overline{x^\dagger Ax}=x^\dagger A^\dagger x=x^\dagger Ax$, so $\langle A\rangle_x$ is real and equals $I_1(A)$. Hence $\langle F_A\rangle_x=0$, and in the same way $\langle F_B\rangle_y=0$. The two terms of $F_H$ commute, so

$$F_H^2=F_A^2\otimes1+2F_A\otimes F_B+1\otimes F_B^2,$$

$$F_H^3=F_A^3\otimes1+3F_A^2\otimes F_B+3F_A\otimes F_B^2+1\otimes F_B^3 .$$

Every mixed term contains a single power of $F_A$ or $F_B$, so its expectation vanishes. What remains is $I_2(H)=I_2(A)+I_2(B)$ and $I_3(H)=I_3(A)+I_3(B)$.

## The error as a weighted square

Write $a_2,a_3$ for $I_2,I_3$ of the first fragment and $b_2,b_3$ for those of the second. The means cancel in the energy difference:

$$E(H)-E(A)-E(B)=\frac{a_2^2}{a_3}+\frac{b_2^2}{b_3}-\frac{(a_2+b_2)^2}{a_3+b_3}.$$

Collecting the coefficients of $a_2^2$, $b_2^2$ and $a_2b_2$ turns the right-hand side into

$$\frac{a_2^2b_3}{a_3(a_3+b_3)}+\frac{b_2^2a_3}{b_3(a_3+b_3)}-\frac{2a_2b_2}{a_3+b_3}
=\frac{a_3b_3}{a_3+b_3}\left(\frac{a_2}{a_3}-\frac{b_2}{b_3}\right)^2 .$$

For $a_3,b_3>0$ the prefactor is positive. The error is then non-negative and vanishes exactly when $a_2/a_3=b_2/b_3$. Two identical fragments in the same state satisfy this condition, so a comparison of a monomer with its dimer doesn't reveal the error.

## Two-level fragments with different gaps

Take levels $0$ and $e>0$ with amplitudes $4/5$ and $3/5$. The weights are $p=16/25$ and $q=9/25$, and the energy deviates from its mean $qe$ by $-qe$ or $pe$. Therefore

$$I_2=pq^2e^2+qp^2e^2=pq\,e^2=\tfrac{144}{625}e^2,$$

$$I_3=-pq^3e^3+qp^3e^3=pq(p-q)e^3=\tfrac{1008}{15625}e^3 .$$

The ratio is $I_2/I_3=25/(7e)$. For a second such fragment with gap $f>0$, the energies add if and only if $e=f$. With $e=1$ and $f=2$ the error formula gives $32/175$. The energy of a single fragment is $E=-81e/175$, below the exact ground-state energy $0$, so the formula is not variational.

## Fourth order needs a subtraction

It is easy to carry the additivity of central moments one order too far. At fourth order a mixed term survives:

$$\langle F_H^4\rangle=\langle F_A^4\rangle+6\,I_2(A)I_2(B)+\langle F_B^4\rangle .$$

The connected moment is $I_4=\langle F^4\rangle-3I_2^2$, in which this term cancels. Accordingly, `centralMoment A x 4` differs from $I_4$ whenever the variance is nonzero; central and connected moments coincide for every state only at orders two and three.

## The Lean file

```lean
import Mathlib

open Matrix
open scoped Kronecker

namespace ConnectedMomentsSizeConsistency

noncomputable section

variable {m n : Type*} [Fintype m] [Fintype n] [DecidableEq m] [DecidableEq n]

/-- The expectation value `x† M x` of a matrix `M` in the state `x`. -/
def expect {k : Type*} [Fintype k] (M : Matrix k k ℂ) (x : k → ℂ) : ℂ :=
  star x ⬝ᵥ M *ᵥ x

/-- The first connected moment `I1`: the real part of the expectation value. -/
def mean {k : Type*} [Fintype k] (A : Matrix k k ℂ) (x : k → ℂ) : ℝ := (expect A x).re

/-- The fluctuation operator `A - I1`. -/
def fluct (A : Matrix m m ℂ) (x : m → ℂ) : Matrix m m ℂ := A - (mean A x : ℂ) • 1

/-- The central moment of order `k`, the real part of the expectation value of `(A - I1) ^ k`. For a
Hermitian matrix and a unit vector, order 2 is the variance `I2` and order 3 is `I3`. -/
def centralMoment (A : Matrix m m ℂ) (x : m → ℂ) (k : ℕ) : ℝ := (expect (fluct A x ^ k) x).re

/-- The connected-moments energy `I1 - I2² / I3`, meaningful for `I3 ≠ 0`. -/
def cmxEnergy (A : Matrix m m ℂ) (x : m → ℂ) : ℝ :=
  mean A x - centralMoment A x 2 ^ 2 / centralMoment A x 3

/-- The Hamiltonian `A ⊗ 1 + 1 ⊗ B` of two fragments that do not interact. -/
def kronSum (A : Matrix m m ℂ) (B : Matrix n n ℂ) : Matrix (m × n) (m × n) ℂ :=
  A ⊗ₖ (1 : Matrix n n ℂ) + (1 : Matrix m m ℂ) ⊗ₖ B

/-- The product state `x ⊗ y`. -/
def productState (x : m → ℂ) (y : n → ℂ) : m × n → ℂ := fun p => x p.1 * y p.2

/-- The expectation value written as a double sum over matrix elements. -/
theorem expect_eq_sum {k : Type*} [Fintype k] (M : Matrix k k ℂ) (x : k → ℂ) :
    expect M x = ∑ i, ∑ j, star (x i) * (M i j * x j) := by
  simp only [expect, dotProduct, mulVec, Finset.mul_sum, Pi.star_apply]

omit [DecidableEq m] [DecidableEq n] in
/-- In a product state the expectation value of `A ⊗ B` factorises. -/
theorem expect_kronecker (A : Matrix m m ℂ) (B : Matrix n n ℂ) (x : m → ℂ) (y : n → ℂ) :
    expect (A ⊗ₖ B) (productState x y) = expect A x * expect B y := by
  simp only [expect_eq_sum, Fintype.sum_prod_type, kroneckerMap_apply, productState, star_mul',
    Finset.sum_mul_sum]
  refine Finset.sum_congr rfl fun i _ => Finset.sum_congr rfl fun k _ =>
    Finset.sum_congr rfl fun j _ => Finset.sum_congr rfl fun l _ => ?_
  ring

/-- For a Hermitian matrix and a unit vector the fluctuation operator has zero expectation. -/
theorem expect_fluct {A : Matrix m m ℂ} {x : m → ℂ} (hA : A.IsHermitian)
    (hx : star x ⬝ᵥ x = 1) : expect (fluct A x) x = 0 := by
  -- Hermiticity makes the expectation value real
  have hc : starRingEnd ℂ (expect A x) = expect A x := by
    simp only [expect_eq_sum, map_sum, map_mul]
    rw [Finset.sum_comm]
    refine Finset.sum_congr rfl fun j _ => Finset.sum_congr rfl fun i _ => ?_
    rw [← hA.apply j i]
    simp only [starRingEnd_apply, star_star]
    ring
  have hr : ((mean A x : ℝ) : ℂ) = expect A x := Complex.conj_eq_iff_re.mp hc
  have hs : expect (fluct A x) x = expect A x - (mean A x : ℂ) := by
    simp only [expect, fluct, sub_mulVec, smul_mulVec, one_mulVec, dotProduct_sub,
      dotProduct_smul, hx, smul_eq_mul, mul_one]
  rw [hs, hr, sub_self]

private theorem expect_add {k : Type*} [Fintype k] (M N : Matrix k k ℂ) (x : k → ℂ) :
    expect (M + N) x = expect M x + expect N x := by
  simp only [expect, add_mulVec, dotProduct_add]

private theorem expect_one {x : m → ℂ} (hx : star x ⬝ᵥ x = 1) :
    expect (1 : Matrix m m ℂ) x = 1 := by
  simp only [expect, one_mulVec, hx]

/-- The mean energies of two fragments add in a product of unit vectors. -/
theorem mean_kronSum (A : Matrix m m ℂ) (B : Matrix n n ℂ) {x : m → ℂ} {y : n → ℂ}
    (hx : star x ⬝ᵥ x = 1) (hy : star y ⬝ᵥ y = 1) :
    mean (kronSum A B) (productState x y) = mean A x + mean B y := by
  simp only [mean, kronSum, expect_add, expect_kronecker, expect_one hx, expect_one hy,
    mul_one, one_mul, Complex.add_re]

private theorem fluct_kronSum (A : Matrix m m ℂ) (B : Matrix n n ℂ) {x : m → ℂ} {y : n → ℂ}
    (hx : star x ⬝ᵥ x = 1) (hy : star y ⬝ᵥ y = 1) :
    fluct (kronSum A B) (productState x y) = kronSum (fluct A x) (fluct B y) := by
  have h1 : (1 : Matrix (m × n) (m × n) ℂ) = (1 : Matrix m m ℂ) ⊗ₖ (1 : Matrix n n ℂ) :=
    one_kronecker_one.symm
  rw [fluct, mean_kronSum A B hx hy, h1]
  ext ⟨i, k⟩ ⟨j, l⟩
  simp only [kronSum, fluct, Matrix.sub_apply, Matrix.add_apply, Matrix.smul_apply,
    kroneckerMap_apply, smul_eq_mul, Complex.ofReal_add]
  ring

/-- For Hermitian fragments in unit vectors the variance and the third central moment
are both additive. -/
theorem centralMoment_kronSum {A : Matrix m m ℂ} {B : Matrix n n ℂ} {x : m → ℂ} {y : n → ℂ}
    (hA : A.IsHermitian) (hB : B.IsHermitian) (hx : star x ⬝ᵥ x = 1) (hy : star y ⬝ᵥ y = 1) :
    centralMoment (kronSum A B) (productState x y) 2
        = centralMoment A x 2 + centralMoment B y 2 ∧
      centralMoment (kronSum A B) (productState x y) 3
        = centralMoment A x 3 + centralMoment B y 3 := by
  -- every cross term contains the expectation of a single fluctuation, which vanishes
  simp only [centralMoment, fluct_kronSum A B hx hy]
  constructor <;>
  simp only [kronSum, pow_succ, pow_zero, one_mul,
    add_mul, mul_add, ← mul_kronecker_mul, mul_one, expect_add, expect_kronecker,
    expect_one hx, expect_one hy, expect_fluct hA hx, expect_fluct hB hy, mul_zero, zero_mul,
    add_zero, zero_add, Complex.add_re]

/-- The exact size-consistency error of the connected-moments energy for Hermitian fragments in
unit vectors, when `I3` is nonzero for each fragment and for the composite. -/
theorem cmxEnergy_defect {A : Matrix m m ℂ} {B : Matrix n n ℂ} {x : m → ℂ} {y : n → ℂ}
    (hA : A.IsHermitian) (hB : B.IsHermitian) (hx : star x ⬝ᵥ x = 1) (hy : star y ⬝ᵥ y = 1)
    (h3A : centralMoment A x 3 ≠ 0) (h3B : centralMoment B y 3 ≠ 0)
    (h3 : centralMoment A x 3 + centralMoment B y 3 ≠ 0) :
    cmxEnergy (kronSum A B) (productState x y) - (cmxEnergy A x + cmxEnergy B y)
      = centralMoment A x 3 * centralMoment B y 3 / (centralMoment A x 3 + centralMoment B y 3)
        * (centralMoment A x 2 / centralMoment A x 3
          - centralMoment B y 2 / centralMoment B y 3) ^ 2 := by
  obtain ⟨e2, e3⟩ := centralMoment_kronSum hA hB hx hy
  simp only [cmxEnergy, mean_kronSum A B hx hy, e2, e3]
  field_simp
  ring

/-- For Hermitian fragments in unit vectors with positive `I3`, the connected-moments energy of
the composite is at least the sum of the fragment energies, with equality exactly when the
ratios `I2 / I3` agree. -/
theorem cmxEnergy_superadditive {A : Matrix m m ℂ} {B : Matrix n n ℂ} {x : m → ℂ} {y : n → ℂ}
    (hA : A.IsHermitian) (hB : B.IsHermitian) (hx : star x ⬝ᵥ x = 1) (hy : star y ⬝ᵥ y = 1)
    (h3A : 0 < centralMoment A x 3) (h3B : 0 < centralMoment B y 3) :
    cmxEnergy A x + cmxEnergy B y ≤ cmxEnergy (kronSum A B) (productState x y) ∧
      (cmxEnergy (kronSum A B) (productState x y) = cmxEnergy A x + cmxEnergy B y ↔
        centralMoment A x 2 / centralMoment A x 3
          = centralMoment B y 2 / centralMoment B y 3) := by
  have hd := cmxEnergy_defect hA hB hx hy h3A.ne' h3B.ne' (add_pos h3A h3B).ne'
  have hc := div_pos (mul_pos h3A h3B) (add_pos h3A h3B)
  refine ⟨sub_nonneg.mp (hd ▸ mul_nonneg hc.le (sq_nonneg _)), ?_⟩
  -- the error is a positive weight times a square
  rw [← sub_eq_zero, hd, mul_eq_zero, or_iff_right hc.ne', sq_eq_zero_iff, sub_eq_zero]

/-- A two-level Hamiltonian with energies `0` and `e`. -/
def twoLevel (e : ℝ) : Matrix (Fin 2) (Fin 2) ℂ := !![0, 0; 0, (e : ℂ)]

/-- The trial state with amplitudes `4/5` and `3/5`. -/
def trial : Fin 2 → ℂ := ![4 / 5, 3 / 5]

private theorem star_trial (i : Fin 2) : star (trial i) = trial i := by
  have h : trial i = ((![4 / 5, 3 / 5] i : ℝ) : ℂ) := by
    fin_cases i <;> simp [trial]
  rw [h]
  exact Complex.conj_ofReal _

/-- The variance and third central moment of the two-level Hamiltonian in the trial state. -/
theorem twoLevel_moments (e : ℝ) :
    centralMoment (twoLevel e) trial 2 = 144 / 625 * e ^ 2 ∧
      centralMoment (twoLevel e) trial 3 = 1008 / 15625 * e ^ 3 := by
  have key : ∀ a b : ℝ, expect !![(a : ℂ), 0; 0, (b : ℂ)] trial
      = ((16 / 25 * a + 9 / 25 * b : ℝ) : ℂ) := by
    intro a b
    simp only [expect_eq_sum, star_trial]
    simp [trial, Fin.sum_univ_two]
    ring
  have hp : ∀ a b c d : ℝ, !![(a : ℂ), 0; 0, (b : ℂ)] * !![(c : ℂ), 0; 0, (d : ℂ)]
      = !![((a * c : ℝ) : ℂ), 0; 0, ((b * d : ℝ) : ℂ)] := by
    intro a b c d
    ext i j
    fin_cases i <;> fin_cases j <;> simp [Matrix.mul_apply, Fin.sum_univ_two]
  have hm : mean (twoLevel e) trial = 9 / 25 * e := by
    have h0 : twoLevel e = !![((0 : ℝ) : ℂ), 0; 0, (e : ℂ)] := by simp [twoLevel]
    rw [mean, h0, key, Complex.ofReal_re]
    ring
  have hf : fluct (twoLevel e) trial
      = !![((-(9 / 25 * e) : ℝ) : ℂ), 0; 0, ((16 / 25 * e : ℝ) : ℂ)] := by
    rw [fluct, hm]
    ext i j
    fin_cases i <;> fin_cases j <;> simp [twoLevel]
    ring
  constructor <;>
  · simp only [centralMoment, hf, pow_succ, pow_zero, one_mul, hp, key, Complex.ofReal_re]
    ring

/-- Two two-level fragments with gaps `e, f > 0` in the trial state have positive `I3`, and
their connected-moments energies add exactly if and only if the gaps are equal. -/
theorem twoLevel_witness {e f : ℝ} (he : 0 < e) (hf : 0 < f) :
    0 < centralMoment (twoLevel e) trial 3 ∧ 0 < centralMoment (twoLevel f) trial 3 ∧
      (cmxEnergy (kronSum (twoLevel e) (twoLevel f)) (productState trial trial)
        = cmxEnergy (twoLevel e) trial + cmxEnergy (twoLevel f) trial ↔ e = f) := by
  have hH : ∀ t : ℝ, (twoLevel t).IsHermitian := by
    intro t
    ext i j
    fin_cases i <;> fin_cases j <;> simp [twoLevel, conjTranspose_apply]
  have hu : star trial ⬝ᵥ trial = 1 := by
    have hs : star trial = trial := funext star_trial
    rw [hs]
    norm_num [trial, dotProduct, Fin.sum_univ_two]
  obtain ⟨e2, e3⟩ := twoLevel_moments e
  obtain ⟨f2, f3⟩ := twoLevel_moments f
  have pe : 0 < centralMoment (twoLevel e) trial 3 := by rw [e3]; positivity
  have pf : 0 < centralMoment (twoLevel f) trial 3 := by rw [f3]; positivity
  refine ⟨pe, pf, ?_⟩
  rw [(cmxEnergy_superadditive (hH e) (hH f) hu hu pe pf).2, div_eq_div_iff pe.ne' pf.ne',
    e2, e3, f2, f3]
  constructor
  · intro h
    have h0 : e ^ 2 * f ^ 2 * (f - e) = 0 := by
      linear_combination (625 * 15625 / (144 * 1008)) * h
    have hne : e ^ 2 * f ^ 2 ≠ 0 := by positivity
    have h1 := (mul_eq_zero.mp h0).resolve_left hne
    linarith
  · rintro rfl
    rfl

end

end ConnectedMomentsSizeConsistency
```

```lean
#print axioms ConnectedMomentsSizeConsistency.cmxEnergy_superadditive
```

```
'ConnectedMomentsSizeConsistency.cmxEnergy_superadditive' depends on axioms: [propext, Classical.choice, Quot.sound]
```

## From matrix elements to additive moments

`expect_eq_sum` writes an expectation value as a double sum, and `expect_kronecker` uses it to factorise the fourfold sum; `ring` compares the summands. `expect_add` and `expect_one` supply additivity and normalisation, from which `mean_kronSum` follows. That lemma doesn't need Hermiticity: the complex expectation values already add, and so do their real parts.

In `expect_fluct`, the step `hc` shows that the expectation value equals its conjugate, by exchanging the two sums and using $\overline{A_{ij}}=A_{ji}$. Then `hr` identifies it with the real mean, and `hs` expands the expectation of $A-I_1$ using normalisation.

`fluct_kronSum` proves the formula for $F_H$ entry by entry. `centralMoment_kronSum` expands the square and the cube with `pow_succ`, `add_mul` and `mul_add`, and merges products of Kronecker factors with `mul_kronecker_mul`. The simplifier doesn't collect the mixed terms into binomial coefficients: it factorises each one and removes it with `expect_fluct`.

## From the error formula to the equality case

In `cmxEnergy_defect`, the additive moments are substituted into the energies. `field_simp` clears the denominators, which is where the three nonvanishing hypotheses enter, and `ring` checks the polynomial identity that was found above by collecting coefficients.

`cmxEnergy_superadditive` takes this formula as `hd` and the positivity of the prefactor as `hc`. A non-negative number times a square gives the inequality. For the equality case, the final rewriting sets the product to zero, discards the positive prefactor and reduces the vanishing square to equal ratios.

For the example, `twoLevel_moments` works with diagonal matrices: `key` gives their expectation values, `hp` their products, and `hf` the fluctuation operator with entries $-9e/25$ and $16e/25$. `twoLevel_witness` checks Hermiticity and normalisation, then applies the equality criterion. Cross-multiplying the ratios leads to $e^2f^2(f-e)=0$, and because both gaps are positive, $e=f$.
